# For integer angular momenta with $|a-b|\le c\le a+b$, the selection rule leaves $(2a+1)(2b+1)-(a+b-c)(a+b-c+1)$ pairs $(m_1,m_2)$

Take two angular momenta of size 1. Their projections $m_1$ and $m_2$ each run over $-1,0,1$, so there are nine pairs. Couple them to a total angular momentum of size 1. The total projection $m_1+m_2$ must then lie between $-1$ and $1$, which excludes $(1,1)$, with total 2, and $(-1,-1)$, with total $-2$. Seven pairs remain.

Now couple the same two angular momenta to total 0. The pairs with a positive total are $(1,1)$, $(1,0)$ and $(0,1)$: one pair with total 2 and two pairs with total 1. Three more pairs have a negative total, and $9-6=3$ remain. In both cases the rule cuts two equal triangles from opposite corners of a rectangular grid.

## Conservation of the projection

Let $a$, $b$ and $c$ be non-negative integers, the quantum numbers of three angular momenta. The "size" of an angular momentum means this quantum number throughout. It is the largest projection in units of $\hbar$, while the magnitude of the vector is $\sqrt{a(a+1)}\,\hbar$ for size $a$. The product states of the first two are labelled by $m_1$ with $|m_1|\le a$ and $m_2$ with $|m_2|\le b$. A Clebsch-Gordan coefficient $C_{m_1m_2m}$ connects such a state to the coupled state of size $c$ with projection $m$. Since $J_z=J_{1z}+J_{2z}$, it vanishes unless $m=m_1+m_2$.

A pair $(m_1,m_2)$ can therefore contribute only if $|m_1+m_2|\le c$. Call such a pair allowed. An allowed pair may still have a zero coefficient: for $a=b=c=1$ the coefficient at $m_1=m_2=0$ vanishes by exchange antisymmetry, so six of the seven are nonzero. The count below concerns the projection rule alone.

## The count and the objects that express it

If $|a-b|\le c\le a+b$, the number of allowed pairs is

$$N(a,b,c)=(2a+1)(2b+1)-(a+b-c)(a+b-c+1).$$

This is the theorem `card_allowed`. In the Lean file the grid is `productStates a b`, a finite set of pairs of integers built from two closed intervals `Icc`. The set `allowed a b c` keeps the pairs with $|m_1+m_2|\le c$, and `corner a b c` keeps those with $m_1+m_2>c$. In a pair `p`, the component `p.1` is $m_1$ and `p.2` is $m_2$.

The hypotheses `h` and `h'` are the two halves of the triangle condition, which says which total angular momenta occur when $a$ and $b$ are coupled. The sizes have type `ℕ`, so half-integer angular momenta are excluded. The equation itself is between integers, so the differences in it are ordinary differences and not truncated ones.

The theorem `contraction_eq_sparse` links the count to a sum. Its array `C` is an arbitrary complex function of three integers, and its only assumed property is `hC`: the entry is zero when $m\ne m_1+m_2$. This hypothesis stands for conservation of the $z$ projection. The values of the Clebsch-Gordan coefficients are never defined, and neither normalisation nor a phase convention enters.

## Counting one corner by shells

Put $n=a+b-c$, which is non-negative because $c\le a+b$. Start from the extreme pair $(a,b)$ and step down. Every pair in the grid can be written as

$$m_1=a-j,\qquad m_2=b-(k-j),$$

with integers $0\le j\le k$. Here $k$ is the total number of downward steps and $j$ the number taken in $m_1$. The total projection is $m_1+m_2=a+b-k$, so the pair lies in the upper corner exactly when $k<n$.

Conversely, each choice $0\le j\le k<n$ must give a point of the grid. The upper bounds $m_1\le a$ and $m_2\le b$ are clear. The lower bounds require $j\le 2a$ and $k-j\le 2b$. From $c\ge b-a$ we get $n\le 2a$, and from $c\ge a-b$ we get $n\le 2b$. Since $j$ and $k-j$ are at most $k<n$, both bounds hold.

Shell $k$ thus contains exactly $k+1$ pairs, and the corner contains

$$\sum_{k=0}^{n-1}(k+1)=\frac{n(n+1)}2$$

pairs. For $n=0$ the sum is empty and nothing is removed.

## Subtracting both corners

The map $(m_1,m_2)\mapsto(-m_1,-m_2)$ preserves the grid and exchanges the condition $m_1+m_2<-c$ with $m_1+m_2>c$. The lower corner therefore has $n(n+1)/2$ pairs as well. Since $c\ge0$, no pair lies in both corners, and every pair outside them is allowed. The grid has $(2a+1)(2b+1)$ points, so

$$N(a,b,c)=(2a+1)(2b+1)-2\cdot\frac{n(n+1)}2,$$

which is the stated formula. For $a=b=c=l$ we have $n=l$, and

$$N(l,l,l)=(2l+1)^2-l(l+1)=3l^2+3l+1.$$

The condition $c\le a+b$ is not enough by itself. With $a=2$ and $b=c=0$ the only allowed pair is $(0,0)$, while the formula gives $5-6=-1$. The shells no longer fit: $m_2$ has only one value, so a shell cannot hold two pairs. This example has $|a-b|=c+2$, so even the relaxed condition $|a-b|\le c+2$ would be too weak.

## Rotating the three angular momenta

Set $m_3=-(m_1+m_2)$. An allowed pair is then the same thing as a triple with

$$m_1+m_2+m_3=0,\qquad |m_1|\le a,\quad |m_2|\le b,\quad |m_3|\le c.$$

Passing from $(m_1,m_2)$ to $(m_2,m_3)$ keeps all the information, because $m_1=-(m_2+m_3)$. It gives a one-to-one correspondence between the allowed pairs for $(a,b,c)$ and those for $(b,c,a)$. No triangle condition is needed here.

## From a triple sum to a list of pairs

Let $x_{m_1}$, $y_{m_2}$ and $z_m$ be three sets of complex components. Their full contraction is

$$S=\sum_{m_1=-a}^{a}\sum_{m_2=-b}^{b}\sum_{m=-c}^{c}C_{m_1m_2m}\,x_{m_1}y_{m_2}z_m.$$

For a fixed pair, only $m=m_1+m_2$ can contribute to the inner sum. If that value lies between $-c$ and $c$, one term survives; otherwise the inner sum is zero. Hence

$$S=\sum_{(m_1,m_2)\ \text{allowed}}C_{m_1,m_2,m_1+m_2}\,x_{m_1}y_{m_2}z_{m_1+m_2}.$$

Such contractions occur in simulation when the surroundings of an atom are described by spherical-harmonic coefficients and these are coupled into rotational invariants. For one triple of equal integer angular momenta $l$, in the complex basis where the projection rule holds, the sum has $3l^2+3l+1$ terms instead of $(2l+1)^3$.

Take $l=2$. Before the loop over atoms, a program stores a list of 19 entries, each holding $m_1$, $m_2$ and the coefficient $C_{m_1,m_2,m_1+m_2}$. For each atom it sets five output components to zero, runs through the list, and adds $C_{m_1,m_2,m_1+m_2}\,x_{m_1}y_{m_2}$ to the output component $m_1+m_2$. The components $m=-2,-1,0,1,2$ receive 3, 4, 5, 4 and 3 contributions. To form an invariant, the program multiplies each output component by the complex conjugate of the corresponding component of a third coefficient vector and adds the five products. In the notation above, those conjugates are the $z_m$. The unrestricted triple loop would visit 125 index combinations.

## The Lean file

```lean
import Mathlib

open Finset

namespace ClebschGordanSparsity

/-- The pairs of magnetic quantum numbers `(m1, m2)` of two angular momenta `a` and `b`. -/
noncomputable def productStates (a b : ℕ) : Finset (ℤ × ℤ) :=
  Icc (-(a : ℤ)) a ×ˢ Icc (-(b : ℤ)) b

/-- The pairs `(m1, m2)` whose total projection `m1 + m2` is a possible projection of an
angular momentum `c`. -/
noncomputable def allowed (a b c : ℕ) : Finset (ℤ × ℤ) :=
  (productStates a b).filter (fun p => |p.1 + p.2| ≤ (c : ℤ))

/-- The pairs `(m1, m2)` whose total projection exceeds `c`. -/
noncomputable def corner (a b c : ℕ) : Finset (ℤ × ℤ) :=
  (productStates a b).filter (fun p => (c : ℤ) < p.1 + p.2)

/-- If `a`, `b`, `c` satisfy the triangle condition, the pairs with total projection above `c`
number `n (n + 1) / 2`, where `n = a + b - c`. -/
theorem two_mul_card_corner (a b c : ℕ) (h : |(a : ℤ) - b| ≤ c) (h' : c ≤ a + b) :
    2 * ((corner a b c).card : ℤ) = ((a : ℤ) + b - c) * ((a : ℤ) + b - c + 1) := by
  obtain ⟨n, hn⟩ : ∃ n : ℕ, a + b = c + n := ⟨a + b - c, by omega⟩
  have hab := abs_le.mp h
  -- the shell `k` holds the `k + 1` pairs with total projection `a + b - k`
  have hcard : ((range n).sigma fun k => range (k + 1)).card = (corner a b c).card := by
    refine Finset.card_bij
      (fun q _ => ((a : ℤ) - (q.2 : ℤ), (b : ℤ) - ((q.1 : ℤ) - (q.2 : ℤ)))) ?_ ?_ ?_
    · rintro ⟨k, j⟩ hq
      simp only [mem_sigma, mem_range] at hq
      simp only [corner, productStates, mem_filter, mem_product, mem_Icc]
      omega
    · rintro ⟨k, j⟩ _ ⟨k', j'⟩ _ e
      simp only [Prod.mk.injEq] at e
      obtain rfl : j = j' := by omega
      obtain rfl : k = k' := by omega
      rfl
    · rintro ⟨m1, m2⟩ hp
      simp only [corner, productStates, mem_filter, mem_product, mem_Icc] at hp
      refine ⟨⟨((a : ℤ) + b - m1 - m2).toNat, ((a : ℤ) - m1).toNat⟩, ?_, ?_⟩
      · simp only [mem_sigma, mem_range]
        omega
      · simp only [Prod.mk.injEq]
        omega
  have hsum : ∀ N : ℕ, 2 * ∑ k ∈ range N, (k + 1) = N * (N + 1) := by
    intro N
    induction N with
    | zero => simp
    | succ N ih =>
      rw [sum_range_succ, mul_add, ih]
      ring
  have e : (a : ℤ) + b - c = n := by omega
  rw [← hcard, card_sigma, e]
  simp only [card_range]
  exact_mod_cast hsum n

/-- As many pairs have total projection below `-c` as above `c`. -/
theorem card_opposite_corner (a b c : ℕ) :
    ((productStates a b).filter (fun p => p.1 + p.2 < -(c : ℤ))).card
      = (corner a b c).card := by
  refine Finset.card_bij (fun p _ => (-p.1, -p.2)) ?_ ?_ ?_
  · rintro ⟨m1, m2⟩ hp
    simp only [productStates, mem_filter, mem_product, mem_Icc] at hp
    simp only [corner, productStates, mem_filter, mem_product, mem_Icc]
    omega
  · rintro ⟨m1, m2⟩ _ ⟨k1, k2⟩ _ e
    simp only [Prod.mk.injEq] at e ⊢
    omega
  · rintro ⟨m1, m2⟩ hp
    simp only [corner, productStates, mem_filter, mem_product, mem_Icc] at hp
    refine ⟨(-m1, -m2), ?_, ?_⟩
    · simp only [productStates, mem_filter, mem_product, mem_Icc]
      omega
    · simp only [neg_neg]

/-- For angular momenta with `|a - b| ≤ c ≤ a + b`, the selection rule leaves exactly
`(2a+1)(2b+1) - (a+b-c)(a+b-c+1)` pairs of magnetic quantum numbers. -/
theorem card_allowed (a b c : ℕ) (h : |(a : ℤ) - b| ≤ c) (h' : c ≤ a + b) :
    ((allowed a b c).card : ℤ)
      = (2 * a + 1) * (2 * b + 1) - ((a : ℤ) + b - c) * ((a : ℤ) + b - c + 1) := by
  -- every pair is allowed or lies in exactly one of the two corners
  have hpart : (allowed a b c).card + (corner a b c).card
      + ((productStates a b).filter (fun p => p.1 + p.2 < -(c : ℤ))).card
      = (productStates a b).card := by
    rw [allowed, corner, card_filter, card_filter, card_filter, ← sum_add_distrib,
      ← sum_add_distrib, card_eq_sum_ones]
    refine sum_congr rfl fun p _ => ?_
    rcases abs_cases (p.1 + p.2) with hp | hp <;> split_ifs <;> omega
  have hbox : (productStates a b).card = (2 * a + 1) * (2 * b + 1) := by
    have ha : ((a : ℤ) + 1 - -(a : ℤ)).toNat = 2 * a + 1 := by omega
    have hb : ((b : ℤ) + 1 - -(b : ℤ)).toNat = 2 * b + 1 := by omega
    rw [productStates, card_product, Int.card_Icc, Int.card_Icc, ha, hb]
  rw [card_opposite_corner, hbox] at hpart
  have hz : ((allowed a b c).card : ℤ) + (corner a b c).card + (corner a b c).card
      = (2 * a + 1) * (2 * b + 1) := by exact_mod_cast hpart
  linarith [two_mul_card_corner a b c h h']

/-- For three equal angular momenta `l` the selection rule leaves `3l² + 3l + 1` pairs. -/
theorem card_allowed_equal (l : ℕ) : (allowed l l l).card = 3 * l ^ 2 + 3 * l + 1 := by
  have key : ((allowed l l l).card : ℤ) = ((3 * l ^ 2 + 3 * l + 1 : ℕ) : ℤ) := by
    rw [card_allowed l l l (by simp) (by omega)]
    push_cast
    ring
  exact_mod_cast key

/-- The number of allowed pairs is unchanged when the three angular momenta are exchanged
cyclically. -/
theorem card_allowed_rotate (a b c : ℕ) : (allowed a b c).card = (allowed b c a).card := by
  -- `(m1, m2, -(m1 + m2))` is a triple of projections with sum zero; rotate it
  refine Finset.card_bij (fun p _ => (p.2, -(p.1 + p.2))) ?_ ?_ ?_
  · rintro ⟨m1, m2⟩ hp
    simp only [allowed, productStates, mem_filter, mem_product, mem_Icc, abs_le] at hp ⊢
    omega
  · rintro ⟨m1, m2⟩ _ ⟨k1, k2⟩ _ e
    simp only [Prod.mk.injEq] at e ⊢
    omega
  · rintro ⟨u, v⟩ hp
    refine ⟨(-(u + v), u), ?_, ?_⟩
    · simp only [allowed, productStates, mem_filter, mem_product, mem_Icc, abs_le] at hp ⊢
      omega
    · simp only [Prod.mk.injEq, true_and]
      omega

/-- If the coupling coefficients `C m1 m2 m` vanish unless `m = m1 + m2`, the full contraction
with three sets of components equals a sum with one term for each allowed pair. -/
theorem contraction_eq_sparse (a b c : ℕ) (C : ℤ → ℤ → ℤ → ℂ) (x y z : ℤ → ℂ)
    (hC : ∀ m1 m2 m, m ≠ m1 + m2 → C m1 m2 m = 0) :
    ∑ p ∈ productStates a b, ∑ m ∈ Icc (-(c : ℤ)) c, C p.1 p.2 m * x p.1 * y p.2 * z m
      = ∑ p ∈ allowed a b c, C p.1 p.2 (p.1 + p.2) * x p.1 * y p.2 * z (p.1 + p.2) := by
  rw [allowed, sum_filter]
  refine sum_congr rfl fun p _ => ?_
  split_ifs with hp
  · -- only `m = m1 + m2` survives in the inner sum
    refine sum_eq_single (p.1 + p.2) (fun m _ hm => ?_) (fun hm => ?_)
    · rw [hC _ _ _ hm]
      ring
    · exact absurd (mem_Icc.mpr (abs_le.mp hp)) hm
  · refine sum_eq_zero fun m hm => ?_
    have hne : m ≠ p.1 + p.2 := by
      intro e
      rw [e] at hm
      exact hp (abs_le.mpr (mem_Icc.mp hm))
    rw [hC _ _ _ hne]
    ring

/-- For `a = 2`, `b = 0`, `c = 0`, which violates `|a - b| ≤ c`, the counting formula fails. -/
theorem formula_fails_off_triangle :
    ((allowed 2 0 0).card : ℤ)
      ≠ (2 * 2 + 1) * (2 * 0 + 1) - (2 + 0 - 0) * (2 + 0 - 0 + 1) := by
  -- the right-hand side is negative
  intro h
  have hpos : (0 : ℤ) ≤ ((allowed 2 0 0).card : ℤ) := Int.natCast_nonneg _
  rw [h] at hpos
  norm_num at hpos

end ClebschGordanSparsity
```

```lean
#print axioms ClebschGordanSparsity.card_allowed_equal
-- 'ClebschGordanSparsity.card_allowed_equal' depends on axioms: [propext, Classical.choice, Quot.sound]
#print axioms ClebschGordanSparsity.card_allowed_rotate
-- 'ClebschGordanSparsity.card_allowed_rotate' depends on axioms: [propext, Classical.choice, Quot.sound]
#print axioms ClebschGordanSparsity.contraction_eq_sparse
-- 'ClebschGordanSparsity.contraction_eq_sparse' depends on axioms: [propext, Classical.choice, Quot.sound]
#print axioms ClebschGordanSparsity.formula_fails_off_triangle
-- 'ClebschGordanSparsity.formula_fails_off_triangle' depends on axioms: [propext, Classical.choice, Quot.sound]
```

## Shells and reflection in Lean

The lemma `two_mul_card_corner` states the corner count multiplied by two, which avoids a division. It first obtains a natural number `n` with `a + b = c + n`. The shells appear as the set of pairs `⟨k, j⟩` with $k<n$ and $j<k+1$, and `Finset.card_bij` matches this set with the corner through the parametrisation used above.

That command leaves three goals. The first is that each $(k,j)$ lands in the corner; here `omega`, which decides linear integer arithmetic, uses the two inequalities in `hab` to keep the shells inside the grid. The second is injectivity. The third is surjectivity, for which the proof supplies the inverse $k=a+b-m_1-m_2$ and $j=a-m_1$. The auxiliary statement `hsum` then proves $2\sum_{k<N}(k+1)=N(N+1)$ by induction.

The lemma `card_opposite_corner` uses `Finset.card_bij` again, now with the reversal of both projections. It needs no triangle condition.

## Assembling the count

In `card_allowed`, the step `hpart` says that the allowed pairs and the two corners together make up the grid. It writes each cardinality as a sum of zeros and ones over the grid. For each pair, a case distinction on the sign of $m_1+m_2$ shows that exactly one of the three conditions holds. The step `hbox` counts the grid points. After the lower corner is replaced by the upper one, `linarith` combines the resulting equation with the doubled corner count.

The theorem `card_allowed_equal` inserts $a=b=c=l$, where both hypotheses are immediate, and simplifies the polynomial. The theorem `card_allowed_rotate` uses the map $(m_1,m_2)\mapsto(m_2,-(m_1+m_2))$, with inverse $(u,v)\mapsto(-(u+v),u)$.

## Collapsing the inner sum

The proof of `contraction_eq_sparse` rewrites the sum over allowed pairs as a sum over the whole grid, with zero at the forbidden pairs. The two sides can then be compared pair by pair. For an allowed pair, `sum_eq_single` reduces the inner sum to its term at $m=m_1+m_2$: the other terms vanish by `hC`, and the bound on $|m_1+m_2|$ places this value in the summation range. For a forbidden pair, no $m$ in the range equals $m_1+m_2$, so `hC` removes every term.

Finally, `formula_fails_off_triangle` treats $a=2$, $b=c=0$ without computing the cardinality. If the formula held there, the number of elements of a finite set would equal $-1$, which is impossible.
